# A real Bogoliubov transformation diagonalises a stable single-mode boson Hamiltonian with real pair terms

Take one bosonic mode whose quanta can also be created and destroyed in pairs. Let \(a\) be its annihilator, \(b\) its creator, \(e\) the energy of a quantum and \(D\) the real pair amplitude. The Hamiltonian is

\[
H = e\,ba + \tfrac{D}{2}(a^2+b^2), \qquad ab-ba=1 .
\]

A program that diagonalises the coefficient matrix \(\begin{pmatrix} e & D\\ D & e\end{pmatrix}\) by an orthogonal rotation returns \(e+D\) and \(e-D\). For \(e=5\), \(D=3\) these are 8 and 2, whereas the quasiparticle energy is 4. The rotation also spoils the operators: \((a+b)/\sqrt2\) is its own adjoint, so it commutes with its adjoint and is not a boson annihilator.

## Quasiparticle energy and constant shift

If \(|D|<e\), there are real \(u,v\) with \(u^2-v^2=1\) such that the new annihilator \(A=ua+vb\) and the new creator \(B=ub+va\) satisfy \(AB-BA=1\) and

\[
H = w\left(BA+\tfrac12\right)-\tfrac e2, \qquad w=\sqrt{e^2-D^2}.
\]

The condition \(|D|<e\) expresses stability: the energy rises along both quadratures of the mode, with stiffnesses proportional to \(e+D\) and \(e-D\).

The letter \(b\) stands for what textbooks write as \(a^\dagger\); many of them use \(b\) for the quasiparticle operator, which is \(A\) here.

## A test case for spin-wave and squeezing codes

Linear spin-wave programs diagonalise quadratic boson Hamiltonians, and some models of squeezed light lead to the same task. For the single-mode \(H\) above with \(|D|<e\), the identity gives the values that such a routine should return: the energy \(w\), the normalisation \(u^2-v^2=1\) and the constant \((w-e)/2\). The energy can be read from the matrix that generates the commutators of \(a\) and \(b\) with \(H\), namely \(\begin{pmatrix} e & D\\ -D & -e\end{pmatrix}\), whose eigenvalues are \(\pm w\).

## From normal order to the coefficients

Multiply out the new number operator and replace \(ab\) by \(ba+1\):

\[
\begin{aligned}
BA &= (ub+va)(ua+vb) = u^2\,ba+uv(a^2+b^2)+v^2\,ab\\
&= (u^2+v^2)\,ba+uv(a^2+b^2)+v^2 .
\end{aligned}
\]

In the opposite order, \(AB=u^2\,ab+uv(a^2+b^2)+v^2\,ba\). Subtraction gives

\[
AB-BA=(u^2-v^2)(ab-ba)=1 .
\]

The diagonal form therefore equals \(H\) if

\[
w(u^2+v^2)=e,\qquad 2wuv=D,\qquad w\left(v^2+\tfrac12\right)=\tfrac e2 .
\]

The third equation follows from the first, because \(u^2-v^2=1\) gives \(v^2+\tfrac12=\tfrac12(u^2+v^2)\). Adding \(w(u^2-v^2)=w\) to the first equation, and subtracting it, gives

\[
2wu^2=e+w,\qquad 2wv^2=e-w .
\]

Since \(|D|<e\), both \(e\) and \(w\) are positive, so we may choose

\[
u=\sqrt{\frac{e+w}{2w}},\qquad v=\frac{D}{2wu}.
\]

This gives \(v\) the sign of \(D\). It also satisfies the equation for \(v^2\): we have \((2wv^2)(e+w)=(2wuv)^2=D^2=(e-w)(e+w)\), and \(e+w\) can be divided out. Half the difference of the two square equations, divided by \(w\), is \(u^2-v^2=1\); half their sum is \(w(u^2+v^2)=e\).

**Necessity of the stability condition.** Suppose that \(e>0\) and that some real \(u,v\) with \(u^2-v^2=1\) give \(H=wBA+c\), where \(w\) and \(c\) are now unknown real numbers. To compare coefficients we need \(ba\), \(a^2+b^2\) and \(1\) to be linearly independent. Let

\[
x\,ba+y(a^2+b^2)+z=0
\]

with real \(x,y,z\). Because \([a,ba]=a\) and \([a,a^2+b^2]=2b\), the commutator with \(a\) gives \(xa+2yb=0\). The commutator of this relation with \(b\) gives \(x=0\), and that with \(a\) gives \(y=0\). Then \(z=0\) as well.

Hence \(e=w(u^2+v^2)\), \(D=2wuv\) and \(c=-wv^2\). The first equation forces \(w>0\), and

\[
e^2-D^2=w^2(u^2-v^2)^2=w^2>0 .
\]

So \(|D|<e\), \(w=\sqrt{e^2-D^2}\) and \(c=-(e-w)/2=(w-e)/2\).

**Ladder relation.** From \(H=wBA+c\) we get \([H,B]=wB[A,B]=wB\). For every natural number \(n\),

\[
HB^n=B^nH+nwB^n .
\]

The case \(n=0\) is immediate. If the relation holds for \(n\), then

\[
HB^{n+1}=B^nHB+nwB^{n+1}=B^{n+1}H+(n+1)wB^{n+1}.
\]

## Values for \(e=5\), \(D=3\)

Here \(w=\sqrt{25-9}=4\), so \(u^2=9/8\) and \(v^2=1/8\). With both roots positive,

\[
u=\frac{3}{2\sqrt2},\qquad v=\frac{1}{2\sqrt2},\qquad uv=\frac38 .
\]

The checks are \(u^2-v^2=1\), \(4(u^2+v^2)=5\) and \(2\cdot4\cdot uv=3\). The Hamiltonian becomes \(H=4BA-\tfrac12\).

## Lean source for the single mode

```lean
import Mathlib

open Polynomial

namespace BogoliubovTransformation

noncomputable section

variable {R : Type*} [Ring R] [Algebra ℝ R]

/-- The single-mode Hamiltonian `e ba + (D/2)(a² + b²)` with pair creation and annihilation. -/
def hamiltonian (e D : ℝ) (a b : R) : R :=
  e • (b * a) + (D / 2) • (a ^ 2 + b ^ 2)

/-- The Bogoliubov mixture `u x + v y`. The new annihilator is `bogoliubov u v a b`,
the new creator is `bogoliubov u v b a`. -/
def bogoliubov (u v : ℝ) (x y : R) : R :=
  u • x + v • y

/-- Differentiation and multiplication by `X` on real polynomials satisfy `ab - ba = 1`. -/
theorem commutation_witness :
    (Polynomial.derivative : Module.End ℝ ℝ[X]) * LinearMap.mulLeft ℝ (X : ℝ[X])
      - LinearMap.mulLeft ℝ (X : ℝ[X]) * (Polynomial.derivative : Module.End ℝ ℝ[X]) = 1 := by
  refine LinearMap.ext fun p => ?_
  change derivative (X * p) - X * derivative p = p
  rw [derivative_mul, derivative_X]
  ring

/-- If `ab - ba = 1`, the new number operator in normal order is
`(u² + v²) ba + uv (a² + b²) + v²`. -/
theorem number_normal_order {a b : R} (h : a * b - b * a = 1) (u v : ℝ) :
    bogoliubov u v b a * bogoliubov u v a b
      = (u ^ 2 + v ^ 2) • (b * a) + (u * v) • (a ^ 2 + b ^ 2) + v ^ 2 • (1 : R) := by
  have hab : a * b = b * a + 1 := sub_eq_iff_eq_add'.mp h
  simp only [bogoliubov, add_mul, mul_add, smul_mul_assoc, mul_smul_comm, sq, hab]
  module

/-- If `ab - ba = 1` and `u² - v² = 1`, the new operators obey the same
commutation relation. -/
theorem canonical {a b : R} (h : a * b - b * a = 1) {u v : ℝ} (huv : u ^ 2 - v ^ 2 = 1) :
    bogoliubov u v a b * bogoliubov u v b a
      - bogoliubov u v b a * bogoliubov u v a b = 1 := by
  have hab : a * b = b * a + 1 := sub_eq_iff_eq_add'.mp h
  simp only [bogoliubov, add_mul, mul_add, smul_mul_assoc, mul_smul_comm, hab]
  linear_combination (norm := module) huv • (1 : R)

/-- For `|D| < e` the coefficient equations `w(u² + v²) = e` and `2wuv = D`, with
`w = √(e² - D²)`, have a real solution with `u² - v² = 1`. -/
theorem exists_coefficients {e D : ℝ} (hD : |D| < e) :
    ∃ u v : ℝ, u ^ 2 - v ^ 2 = 1 ∧ Real.sqrt (e ^ 2 - D ^ 2) * (u ^ 2 + v ^ 2) = e ∧
      2 * Real.sqrt (e ^ 2 - D ^ 2) * u * v = D := by
  have he : 0 < e := (abs_nonneg D).trans_lt hD
  have hpos : 0 < e ^ 2 - D ^ 2 := sub_pos.mpr (sq_lt_sq' (abs_lt.mp hD).1 (abs_lt.mp hD).2)
  have hw : 0 < Real.sqrt (e ^ 2 - D ^ 2) := Real.sqrt_pos.mpr hpos
  have hw2 : Real.sqrt (e ^ 2 - D ^ 2) ^ 2 = e ^ 2 - D ^ 2 := Real.sq_sqrt hpos.le
  generalize Real.sqrt (e ^ 2 - D ^ 2) = w at hw hw2 ⊢
  -- choose u from 2wu² = e + w, then v from 2wuv = D
  have hq : 0 < (e + w) / (2 * w) := by positivity
  obtain ⟨u, hu0, hu⟩ : ∃ u : ℝ, 0 < u ∧ 2 * w * u ^ 2 = e + w := by
    refine ⟨Real.sqrt ((e + w) / (2 * w)), Real.sqrt_pos.mpr hq, ?_⟩
    rw [Real.sq_sqrt hq.le]
    exact mul_div_cancel₀ _ (by positivity)
  obtain ⟨v, hv⟩ : ∃ v : ℝ, 2 * w * u * v = D :=
    ⟨D / (2 * w * u), mul_div_cancel₀ _ (by positivity)⟩
  have hv2 : 2 * w * v ^ 2 = e - w := by
    have hne : e + w ≠ 0 := by positivity
    apply mul_right_cancel₀ hne
    linear_combination (-2 * w * v ^ 2) * hu + (2 * w * u * v + D) * hv + hw2
  refine ⟨u, v, ?_, ?_, hv⟩
  · have hne : 2 * w ≠ 0 := by positivity
    apply mul_left_cancel₀ hne
    linear_combination hu - hv2
  · linear_combination (hu + hv2) / 2

/-- If `ab - ba = 1` and `|D| < e`, a real Bogoliubov transformation that preserves the
commutation relation turns the Hamiltonian into `√(e² - D²)(BA + 1/2) - e/2`. -/
theorem diagonalisation {a b : R} (h : a * b - b * a = 1) {e D : ℝ} (hD : |D| < e) :
    ∃ u v : ℝ, u ^ 2 - v ^ 2 = 1 ∧
      bogoliubov u v a b * bogoliubov u v b a
        - bogoliubov u v b a * bogoliubov u v a b = 1 ∧
      hamiltonian e D a b
        = Real.sqrt (e ^ 2 - D ^ 2) •
            (bogoliubov u v b a * bogoliubov u v a b + (1 / 2 : ℝ) • (1 : R))
          - (e / 2) • (1 : R) := by
  obtain ⟨u, v, huv, h1, h2⟩ := exists_coefficients hD
  refine ⟨u, v, huv, canonical h huv, ?_⟩
  rw [hamiltonian, number_normal_order h]
  generalize Real.sqrt (e ^ 2 - D ^ 2) = w at h1 h2 ⊢
  -- compare the coefficients of ba, a² + b² and 1
  have k1 : e - w * (u ^ 2 + v ^ 2) = 0 := by linear_combination -h1
  have k2 : D / 2 - w * (u * v) = 0 := by linear_combination -h2 / 2
  have k3 : e / 2 - w * (v ^ 2 + 1 / 2) = 0 := by
    linear_combination -h1 / 2 + w / 2 * huv
  linear_combination (norm := module) k1 • (b * a) + k2 • (a ^ 2 + b ^ 2) + k3 • (1 : R)

/-- In a non-trivial algebra with `ab - ba = 1`, the operators `ba`, `a² + b²` and `1`
are linearly independent. -/
theorem quadratic_independent [Nontrivial R] {a b : R} (h : a * b - b * a = 1) {x y z : ℝ}
    (hT : x • (b * a) + y • (a ^ 2 + b ^ 2) + z • (1 : R) = 0) : x = 0 ∧ y = 0 ∧ z = 0 := by
  have c1 : a * (b * a) - b * a * a = a := by
    calc a * (b * a) - b * a * a = (a * b - b * a) * a := by noncomm_ring
      _ = a := by rw [h, one_mul]
  have c2 : a * (a ^ 2 + b ^ 2) - (a ^ 2 + b ^ 2) * a = (2 : ℝ) • b := by
    calc a * (a ^ 2 + b ^ 2) - (a ^ 2 + b ^ 2) * a
        = (a * b - b * a) * b + b * (a * b - b * a) := by noncomm_ring
      _ = (2 : ℝ) • b := by rw [h, one_mul, mul_one, two_smul]
  -- the commutator with a leaves a linear relation between a and b
  have h1 : x • a + (2 * y) • b = 0 := by
    calc x • a + (2 * y) • b
        = x • (a * (b * a) - b * a * a)
          + y • (a * (a ^ 2 + b ^ 2) - (a ^ 2 + b ^ 2) * a) := by rw [c1, c2]; module
      _ = a * (x • (b * a) + y • (a ^ 2 + b ^ 2) + z • (1 : R))
          - (x • (b * a) + y • (a ^ 2 + b ^ 2) + z • (1 : R)) * a := by
        simp only [mul_add, add_mul, smul_mul_assoc, mul_smul_comm, mul_one, one_mul]
        module
      _ = 0 := by rw [hT, mul_zero, zero_mul, sub_zero]
  -- a second commutator isolates each coefficient
  have hx : x • (1 : R) = 0 := by
    calc x • (1 : R) = x • (a * b - b * a) := by rw [h]
      _ = (x • a + (2 * y) • b) * b - b * (x • a + (2 * y) • b) := by
        simp only [mul_add, add_mul, smul_mul_assoc, mul_smul_comm]
        module
      _ = 0 := by rw [h1, mul_zero, zero_mul, sub_zero]
  have hy : (2 * y) • (1 : R) = 0 := by
    calc (2 * y) • (1 : R) = (2 * y) • (a * b - b * a) := by rw [h]
      _ = a * (x • a + (2 * y) • b) - (x • a + (2 * y) • b) * a := by
        simp only [mul_add, add_mul, smul_mul_assoc, mul_smul_comm]
        module
      _ = 0 := by rw [h1, mul_zero, zero_mul, sub_zero]
  have x0 : x = 0 := (smul_eq_zero.mp hx).resolve_right one_ne_zero
  have y0 : y = 0 := by
    have := (smul_eq_zero.mp hy).resolve_right one_ne_zero
    linarith
  rw [x0, y0, zero_smul, zero_smul, zero_add, zero_add] at hT
  exact ⟨x0, y0, (smul_eq_zero.mp hT).resolve_right one_ne_zero⟩

/-- Converse, in a non-trivial algebra with `ab - ba = 1` and for `e > 0`: if a real
transformation with `u² - v² = 1` gives the Hamiltonian the form `w BA + c`, then `|D| < e`,
`w = √(e² - D²)` and `c = (w - e)/2`. -/
theorem stability_necessary [Nontrivial R] {a b : R} (h : a * b - b * a = 1)
    {e D u v w c : ℝ} (he : 0 < e) (huv : u ^ 2 - v ^ 2 = 1)
    (hH : hamiltonian e D a b
      = w • (bogoliubov u v b a * bogoliubov u v a b) + c • (1 : R)) :
    |D| < e ∧ w = Real.sqrt (e ^ 2 - D ^ 2) ∧ c = (w - e) / 2 := by
  rw [hamiltonian, number_normal_order h] at hH
  obtain ⟨k1, k2, k3⟩ := quadratic_independent h
    (x := e - w * (u ^ 2 + v ^ 2)) (y := D / 2 - w * (u * v)) (z := -(w * v ^ 2 + c))
    (by linear_combination (norm := module) hH)
  have e1 : e = w * (u ^ 2 + v ^ 2) := by linarith
  have d1 : D = 2 * w * u * v := by linear_combination 2 * k2
  have hw : 0 < w := by
    by_contra hn
    have hn' : w ≤ 0 := not_lt.mp hn
    nlinarith [mul_nonneg (neg_nonneg.mpr hn') (add_nonneg (sq_nonneg u) (sq_nonneg v))]
  have hw2 : w ^ 2 = e ^ 2 - D ^ 2 := by
    rw [e1, d1]
    linear_combination (-w ^ 2 * (u ^ 2 - v ^ 2 + 1)) * huv
  refine ⟨abs_lt_of_sq_lt_sq (by linarith [pow_pos hw 2]) he.le, ?_, ?_⟩
  · rw [← hw2, Real.sqrt_sq hw.le]
  · linear_combination -k3 + k1 / 2 + w / 2 * huv

/-- If `ab - ba = 1`, `u² - v² = 1` and the Hamiltonian equals `w BA + c`, then
`H Bⁿ = Bⁿ H + n w Bⁿ` for every natural number `n`. -/
theorem quasiparticle_ladder {a b : R} (h : a * b - b * a = 1) {e D u v w c : ℝ}
    (huv : u ^ 2 - v ^ 2 = 1)
    (hH : hamiltonian e D a b
      = w • (bogoliubov u v b a * bogoliubov u v a b) + c • (1 : R)) (n : ℕ) :
    hamiltonian e D a b * bogoliubov u v b a ^ n
      = bogoliubov u v b a ^ n * hamiltonian e D a b
        + ((n : ℝ) * w) • bogoliubov u v b a ^ n := by
  have hc := sub_eq_iff_eq_add'.mp (canonical h huv)
  generalize hamiltonian e D a b = H at hH ⊢
  generalize bogoliubov u v b a = B at hH hc ⊢
  generalize bogoliubov u v a b = A at hH hc
  -- one quasiparticle
  have step : H * B = B * H + w • B := by
    rw [hH]
    simp only [add_mul, mul_add, smul_mul_assoc, mul_smul_comm, mul_assoc, one_mul,
      mul_one, hc]
    module
  induction n with
  | zero => simp
  | succ n ih =>
    calc H * B ^ (n + 1) = H * B ^ n * B := by rw [pow_succ, mul_assoc]
      _ = B ^ n * (H * B) + ((n : ℝ) * w) • (B ^ n * B) := by
        rw [ih, add_mul, smul_mul_assoc, mul_assoc]
      _ = B ^ n * B * H + (((n : ℝ) + 1) * w) • (B ^ n * B) := by
        rw [step, mul_add, mul_smul_comm, ← mul_assoc]
        module
      _ = B ^ (n + 1) * H + (((n + 1 : ℕ) : ℝ) * w) • B ^ (n + 1) := by
        rw [pow_succ, Nat.cast_add, Nat.cast_one]

end

end BogoliubovTransformation
```

```lean
#print axioms BogoliubovTransformation.diagonalisation
-- 'BogoliubovTransformation.diagonalisation' depends on axioms: [propext, Classical.choice, Quot.sound]
#print axioms BogoliubovTransformation.stability_necessary
-- 'BogoliubovTransformation.stability_necessary' depends on axioms: [propext, Classical.choice, Quot.sound]
#print axioms BogoliubovTransformation.quasiparticle_ladder
-- 'BogoliubovTransformation.quasiparticle_ladder' depends on axioms: [propext, Classical.choice, Quot.sound]
```

## How the Lean statements read as physics

The operators are elements of `R`, an arbitrary ring that is also an algebra over the real numbers. The hypothesis `h : a * b - b * a = 1` is the boson commutation relation, and `•` multiplies an operator by a real number. A constant energy such as \(e/2\) appears as `(e / 2) • (1 : R)`.

`hamiltonian e D a b` is \(H\). The function `bogoliubov u v x y` is the mixture \(ux+vy\), so \(A\) is `bogoliubov u v a b` and \(B\) is `bogoliubov u v b a`, with the last two arguments exchanged.

`diagonalisation` says that for \(|D|<e\) there exist \(u,v\) with the normalisation, the preserved commutator and the diagonal form. Its statement does not display the formulas for \(u\) and \(v\); these are constructed in the proof of `exists_coefficients`. The pair is not unique, since \((-u,-v)\) serves equally well.

`stability_necessary` is the converse, for a non-trivial algebra and \(e>0\). The hypothesis on \(e\) does not weaken to \(e\ge0\): for \(e=D=0\) the Hamiltonian vanishes and has the required form with \(w=c=0\), but \(|D|<e\) is false.

`quasiparticle_ladder` states the ladder relation for \(H\) whenever it has the form \(wBA+c\) with \(u^2-v^2=1\). `commutation_witness` supplies a concrete pair with the right commutator: differentiation and multiplication by \(X\) on real polynomials.

## Lemmas that carry the calculation

`number_normal_order` and `canonical` expand the products and rewrite \(ab\) as \(ba+1\) through `hab`. The tactic `module` then collects the real coefficients of each operator, and `canonical` also uses the normalisation `huv`.

`exists_coefficients` follows the solution above. It replaces the square root by a letter `w`, keeping only its positivity and its square, and chooses \(u\) and then \(v\). The step `hv2` proves \(2wv^2=e-w\) by cancelling the factor \(e+w\).

In `diagonalisation`, the equations `k1`, `k2` and `k3` match the coefficients of \(ba\), \(a^2+b^2\) and \(1\). The last `linear_combination` multiplies each by its operator and adds them.

`quadratic_independent` computes the two first commutators as `c1` and `c2`, obtains the relation between \(a\) and \(b\) as `h1`, and isolates the coefficients in `hx` and `hy`. `stability_necessary` applies it to the difference of the two forms of \(H\), excludes \(w\le0\) by contradiction and derives \(w^2=e^2-D^2\). In `quasiparticle_ladder`, `step` is the case of one quasiparticle, and induction on `n` does the rest.

## Operator identities, not yet a spectrum

The theorems guarantee algebraic identities for one mode with real coefficients. The step left to the user is the passage to Fock space, where \(b\) is the adjoint of \(a\) and some normalisable state is annihilated by \(A\). Given such a state, the diagonal form assigns it the energy \((w-e)/2\), and the ladder relation places the state with \(n\) quasiparticles at \(nw\) above it.

A code that stores \(a\) and \(b\) as matrices in a truncated number basis does not satisfy the hypothesis `h`. The trace of \(ab-ba\) is zero for finite matrices, whereas the trace of the identity is the dimension. For \(D\ne0\) the computed levels generally carry a truncation error, on which the theorems give no bound.

The theorems are not stated for complex pair amplitudes or for several coupled modes. Some of these cases reduce to the one treated here. For a single mode, the phase of a complex amplitude can be absorbed into \(a\) and \(b\). Two modes \(a_k\) and \(a_{-k}\) of equal energy \(e\), coupled only by the pair term \(D(a_ka_{-k}+a_k^\dagger a_{-k}^\dagger)\) with real \(D\), separate into the single modes \((a_k\pm a_{-k})/\sqrt2\) with pair amplitudes \(\pm D\).
